# The surface Green function of a semi-infinite chain approaches its band-edge value as a square root

Let $h, y > 0$, and let $g$ solve

$$h^2 g^2 - (2h + iy)\,g + 1 = 0, \qquad \operatorname{Im} g < 0 .$$

Then $|hg-1|^2 \le y/h$, and along any family $g(y)$ of such solutions $|hg(y)-1|^2/y \to 1/h$ as $y \to 0^+$. The distance of $hg$ from its edge value $1$ therefore shrinks like $\sqrt{y/h}$. The phase is also fixed: $hg = 1 - (1+i)\sqrt{y/2h}$ up to an error of at most $\sqrt2\,y/h$.

The equation describes a semi-infinite tight-binding chain with zero on-site energy and nearest-neighbour hopping $h$. Removing the end site leaves the same chain, so $g = 1/(E - h^2 g)$ at complex energy $E$. The band is $[-2h, 2h]$, and $E = 2h + iy$ lies at height $y$ above its upper edge in the complex plane. In a calculation $y$ is the broadening, often written $\eta$. The condition $\operatorname{Im} g < 0$ selects the retarded solution, whose density of states is positive.

## From the quadratic equation to the square root

**The size of the deviation.** Completing the square gives

$$(hg-1)^2 = h^2g^2 - 2hg + 1 = iyg, \qquad\text{hence}\qquad |hg-1|^2 = y|g| .$$

It remains to control $|g|$. Multiply the equation by $\bar g$ and take the imaginary part:

$$\operatorname{Im} g\,\bigl(h^2|g|^2 - 1\bigr) = y|g|^2 \ge 0 .$$

Since $\operatorname{Im} g < 0$, the bracket cannot be positive. So $h|g| \le 1$, and $|hg-1|^2 \le y/h$.

For a lower bound, write $1 = hg - (hg-1)$. The triangle inequality gives $1 \le h|g| + \sqrt{y/h}$, and therefore

$$\frac yh\left(1 - \sqrt{\frac yh}\right) \le |hg-1|^2 \le \frac yh .$$

Dividing by $y$ squeezes the ratio to $1/h$.

**The phase.** Put $d = hg - 1$, $s = \sqrt{y/2h}$ and $C = (1+i)s$. Then $C^2 = 2is^2 = iy/h$, while $d^2 = iyg = (iy/h)(1+d)$. Subtracting,

$$h(d-C)(d+C) = iyd .$$

One of the two factors must be small. Because $\operatorname{Im}(d-C) = h\operatorname{Im} g - s < -s$, we have $|d-C| \ge s$, so it is $d+C$. With $|d| \le \sqrt{y/h} = \sqrt2\,s$,

$$|d+C| \le \frac{y|d|}{hs} \le \sqrt2\,\frac yh .$$

The imaginary part of this estimate concerns the surface density of states $\rho = -\operatorname{Im} g/\pi$: it gives $|\pi h\rho - \sqrt{y/2h}| \le \sqrt2\,y/h$.

**An explicit solution.** Let $t = y/h$ and try $hg = (1-c) + i(t/2 - b)$. The real and imaginary parts of the equation become $c^2 = b^2 - t^2/4$ and $2bc = t$. Eliminating $c$ gives $b^4 = \tfrac{t^2}{4}(b^2+1)$, with positive root

$$b^2 = \tfrac12\left(\tfrac{t^2}{4} + \sqrt{\tfrac{t^4}{16} + t^2}\right).$$

Since $b^2 > t^2/4$, we have $b > t/2$, and the imaginary part is negative.

## Two values of the broadening

Take $h = 1$ and $y = 0.9$. Then $b = 0.75$ and $c = 0.6$, so $g = 0.4 - 0.3i$ exactly, with $|g| = 0.5$. The deviation is $g - 1 = -0.6 - 0.3i$, whose squared modulus is $0.45 = y|g|$, below the bound $0.9$.

For $y = 0.01$ the same formulas give $g \approx 0.9294 - 0.0658i$. Now $|g-1|^2/y \approx 0.932$, already near the limit $1$, but the deviation $|g-1| \approx 0.097$ is almost ten times the broadening. The leading expansion predicts $0.9293 - 0.0707i$, which is off by about $0.005$; the guaranteed error is $0.0141$.

## Broadening in a lead calculation

A transport code may evaluate the lead at $E + i\eta$ with a small $\eta > 0$. For this one-orbital, non-interacting lead it can compute both roots of the quadratic and keep the one with negative imaginary part. If the lead is attached to the device with the same hopping $h$, its self-energy is $\Sigma = h^2 g$, so at the upper edge $|\Sigma - h| \le \sqrt{h\eta}$. Reducing $\eta$ by a factor of 100 gains only about one decimal digit there, and an error of $10^{-3}$ in $hg$ is guaranteed once $\eta \le 10^{-6}h$. At a fixed energy strictly inside the band the retarded root is smooth in the energy, and the error is of order $\eta$.

## The retarded solution as a predicate

In Lean 4 with Mathlib:

```lean
import Mathlib

open Filter Topology

namespace SurfaceGreenBandEdge

noncomputable section
```

The physical model enters through one definition.

```lean
/-- For `h, y > 0`, `g` is a retarded surface Green function of the chain with hopping `h` at the
complex energy `2h + iy`: it solves the surface equation and has negative imaginary part. -/
def IsRetarded (h y : ℝ) (g : ℂ) : Prop :=
  (h : ℂ) ^ 2 * g ^ 2 - (2 * h + Complex.I * y) * g + 1 = 0 ∧ g.im < 0
```

Here `h` and `y` are real and `g` is complex. `IsRetarded h y g` joins the surface equation to the sign condition; positivity of `h` and `y` is assumed separately in the theorems that use it. The equation is taken as the starting point and is not derived from a Hamiltonian on an infinite chain. The model has a single orbital per site and no interactions, and the energy approaches the upper edge only vertically.

```lean
/-- The surface density of states `-Im g / π`. -/
def surfaceDOS (g : ℂ) : ℝ := -g.im / Real.pi
```

Evaluated at $2h + iy$, this is the density of states smoothed by a Lorentzian of half-width $y$, not the sharp density on the real axis.

## Bounds on the deviation and the limit

```lean
/-- The squared distance of `h g` from its band-edge value `1` equals `y |g|`. -/
theorem deviation_sq {h y : ℝ} {g : ℂ} (hy : 0 < y) (hg : IsRetarded h y g) :
    ‖(h : ℂ) * g - 1‖ ^ 2 = y * ‖g‖ := by
  -- completing the square in the surface equation
  have e : ((h : ℂ) * g - 1) ^ 2 = Complex.I * y * g := by
    linear_combination hg.1
  rw [← norm_pow, e, norm_mul, norm_mul, Complex.norm_I, one_mul, Complex.norm_real,
    Real.norm_of_nonneg hy.le]
```

The identity `e` is the completed square. `linear_combination hg.1` confirms that it differs from the surface equation only by rearrangement, and taking norms finishes the proof. The sign of $\operatorname{Im} g$ plays no part yet.

```lean
/-- At the complex energy `2h + iy`, `|h g - 1|²` is at most `y / h`. -/
theorem deviation_le {h y : ℝ} {g : ℂ} (hh : 0 < h) (hy : 0 < y)
    (hg : IsRetarded h y g) : ‖(h : ℂ) * g - 1‖ ^ 2 ≤ y / h := by
  have hre := congrArg Complex.re hg.1
  have him := congrArg Complex.im hg.1
  simp [pow_two] at hre him
  have hN : ‖g‖ ^ 2 = g.re * g.re + g.im * g.im := by
    rw [Complex.sq_norm, Complex.normSq_apply]
  -- imaginary part of the surface equation multiplied by the conjugate of g
  have key : g.im * (h ^ 2 * ‖g‖ ^ 2 - 1) = y * ‖g‖ ^ 2 := by
    rw [hN]
    linear_combination g.re * him - g.im * hre
  have hle : h * ‖g‖ ≤ 1 := by
    by_contra hc
    have hc' : 1 < h * ‖g‖ := not_le.mp hc
    have h1 : 0 < h ^ 2 * ‖g‖ ^ 2 - 1 := by nlinarith
    have h2 := mul_neg_of_neg_of_pos hg.2 h1
    have h3 : 0 ≤ y * ‖g‖ ^ 2 := by positivity
    linarith
  rw [deviation_sq hy hg, le_div_iff₀ hh]
  have h4 := mul_le_mul_of_nonneg_left hle hy.le
  linarith
```

The sign is used here. The hypotheses `hre` and `him` are the real and imaginary parts of the surface equation, and their combination `key` is the imaginary part after multiplication by $\bar g$. The bound `hle`, $h|g| \le 1$, is proved by contradiction: if it failed, the left side of `key` would be negative and the right side nonnegative.

```lean
/-- The squared deviation is at least `(y / h) (1 - √(y / h))`. -/
theorem le_deviation {h y : ℝ} {g : ℂ} (hh : 0 < h) (hy : 0 < y)
    (hg : IsRetarded h y g) :
    y / h * (1 - √(y / h)) ≤ ‖(h : ℂ) * g - 1‖ ^ 2 := by
  have h1 : ‖(h : ℂ) * g - 1‖ ≤ √(y / h) :=
    (le_abs_self _).trans (Real.abs_le_sqrt (deviation_le hh hy hg))
  have h2 : (1 : ℝ) ≤ h * ‖g‖ + ‖(h : ℂ) * g - 1‖ := by
    have h3 := norm_sub_le ((h : ℂ) * g) ((h : ℂ) * g - 1)
    rw [sub_sub_cancel, norm_one, norm_mul, Complex.norm_real,
      Real.norm_of_nonneg hh.le] at h3
    exact h3
  have h4 : (1 - √(y / h)) / h ≤ ‖g‖ := by
    rw [div_le_iff₀ hh]
    linarith
  rw [deviation_sq hy hg]
  calc y / h * (1 - √(y / h)) = y * ((1 - √(y / h)) / h) := by ring
    _ ≤ y * ‖g‖ := mul_le_mul_of_nonneg_left h4 hy.le
```

In this proof `h2` is the triangle inequality applied to $1 = hg - (hg-1)$, and `h4` turns it into a lower bound on $|g|$. The statement holds for all positive `y`, but it carries information only when $y < h$.

```lean
/-- Square-root law at the band edge: along any family of retarded surface Green functions,
`|h g(y) - 1|² / y` tends to `1 / h` as `y` tends to zero from above. -/
theorem tendsto_deviation {h : ℝ} (hh : 0 < h) (g : ℝ → ℂ)
    (hg : ∀ y, 0 < y → IsRetarded h y (g y)) :
    Tendsto (fun y : ℝ => ‖(h : ℂ) * g y - 1‖ ^ 2 / y) (𝓝[>] 0) (𝓝 (1 / h)) := by
  have hc : Continuous (fun y : ℝ => (1 - √(y / h)) / h) := by fun_prop
  have h0 : Tendsto (fun y : ℝ => (1 - √(y / h)) / h) (𝓝[>] 0)
      (𝓝 ((1 - √(0 / h)) / h)) := (hc.tendsto 0).mono_left nhdsWithin_le_nhds
  have e : (1 - √(0 / h)) / h = 1 / h := by simp
  rw [e] at h0
  -- squeeze between the two bounds
  refine tendsto_of_tendsto_of_tendsto_of_le_of_le' h0 tendsto_const_nhds ?_ ?_
  · filter_upwards [self_mem_nhdsWithin] with y hy
    have hy' : 0 < y := hy
    rw [le_div_iff₀ hy']
    calc (1 - √(y / h)) / h * y = y / h * (1 - √(y / h)) := by ring
      _ ≤ _ := le_deviation hh hy' (hg y hy')
  · filter_upwards [self_mem_nhdsWithin] with y hy
    have hy' : 0 < y := hy
    rw [div_le_iff₀ hy']
    calc _ ≤ y / h := deviation_le hh hy' (hg y hy')
      _ = 1 / h * y := by ring
```

The family `g : ℝ → ℂ` is arbitrary apart from being retarded at each positive `y`; no continuity is assumed. The filter `𝓝[>] 0` expresses $y \to 0^+$. The lower function $(1-\sqrt{y/h})/h$ is continuous with value $1/h$ at zero, the upper one is the constant $1/h$, and the squeeze theorem gives the limit.

## The complex amplitude and the density of states

```lean
/-- Band-edge expansion with phase: `h g` equals `1 - (1 + i) √(y / 2h)` up to an error
of at most `√2 y / h`. -/
theorem edge_expansion {h y : ℝ} {g : ℂ} (hh : 0 < h) (hy : 0 < y)
    (hg : IsRetarded h y g) :
    ‖(h : ℂ) * g - 1 + (1 + Complex.I) * (√(y / (2 * h)) : ℝ)‖ ≤ √2 * (y / h) := by
  have hs : 0 < √(y / (2 * h)) := Real.sqrt_pos.mpr (by positivity)
  have hs2 : √(y / (2 * h)) ^ 2 = y / (2 * h) := Real.sq_sqrt (by positivity)
  generalize √(y / (2 * h)) = s at hs hs2 ⊢
  have hys : y = 2 * h * s ^ 2 := by
    rw [hs2]
    field_simp
  have hyh : y / h = 2 * s ^ 2 := by
    rw [hys]
    field_simp
  have hyc : (y : ℂ) = 2 * h * s ^ 2 := by exact_mod_cast hys
  have hd : ‖(h : ℂ) * g - 1‖ ≤ √2 * s := by
    have h1 := deviation_le hh hy hg
    rw [hyh] at h1
    refine (le_abs_self _).trans (abs_le_of_sq_le_sq ?_ (by positivity))
    rw [mul_pow, Real.sq_sqrt (by norm_num)]
    exact h1
  -- the two candidate branches, as a factorisation
  have fac : (h : ℂ) * (((h : ℂ) * g - 1 - (1 + Complex.I) * s) *
      ((h : ℂ) * g - 1 + (1 + Complex.I) * s)) = Complex.I * y * ((h : ℂ) * g - 1) := by
    linear_combination (h : ℂ) * hg.1 + Complex.I * hyc - (h : ℂ) * s ^ 2 * Complex.I_sq
  have fn := congrArg norm fac
  simp only [norm_mul, Complex.norm_I, one_mul, Complex.norm_real,
    Real.norm_of_nonneg hh.le, Real.norm_of_nonneg hy.le] at fn
  -- the sign of Im g keeps g away from the wrong branch
  have far : s ≤ ‖(h : ℂ) * g - 1 - (1 + Complex.I) * s‖ := by
    have h1 := Complex.abs_im_le_norm ((h : ℂ) * g - 1 - (1 + Complex.I) * s)
    have h2 : ((h : ℂ) * g - 1 - (1 + Complex.I) * s).im = h * g.im - s := by simp
    rw [h2] at h1
    have h3 := neg_le_abs (h * g.im - s)
    have h4 := mul_neg_of_pos_of_neg hh hg.2
    linarith
  refine le_of_mul_le_mul_left ?_ (mul_pos hh hs)
  calc h * s * ‖(h : ℂ) * g - 1 + (1 + Complex.I) * s‖
      = h * (s * ‖(h : ℂ) * g - 1 + (1 + Complex.I) * s‖) := by ring
    _ ≤ h * (‖(h : ℂ) * g - 1 - (1 + Complex.I) * s‖ *
        ‖(h : ℂ) * g - 1 + (1 + Complex.I) * s‖) := by gcongr
    _ = y * ‖(h : ℂ) * g - 1‖ := fn
    _ ≤ y * (√2 * s) := mul_le_mul_of_nonneg_left hd hy.le
    _ = h * s * (√2 * (y / h)) := by field_simp
```

After `generalize`, the letter `s` stands for $\sqrt{y/2h}$, as in the derivation by hand. `hd` is $|d| \le \sqrt2\,s$, `fac` is the factorisation $h(d-C)(d+C) = iyd$, and `far` is the estimate $|d-C| \ge s$ that rules out the wrong branch. The closing `calc` multiplies the desired inequality by $hs$ and chains these facts together.

```lean
/-- The surface density of states times `π h` equals `√(y / 2h)` up to an error of at most
`√2 y / h`. -/
theorem surfaceDOS_edge {h y : ℝ} {g : ℂ} (hh : 0 < h) (hy : 0 < y)
    (hg : IsRetarded h y g) :
    |Real.pi * h * surfaceDOS g - √(y / (2 * h))| ≤ √2 * (y / h) := by
  have h1 := (Complex.abs_im_le_norm _).trans (edge_expansion hh hy hg)
  have h2 : ((h : ℂ) * g - 1 + (1 + Complex.I) * (√(y / (2 * h)) : ℝ)).im
      = h * g.im + √(y / (2 * h)) := by
    generalize √(y / (2 * h)) = s
    simp
  have h3 : Real.pi * h * surfaceDOS g = -(h * g.im) := by
    unfold surfaceDOS
    field_simp [Real.pi_ne_zero]
  rw [h2] at h1
  have h4 : -(h * g.im) - √(y / (2 * h)) = -(h * g.im + √(y / (2 * h))) := by ring
  rw [h3, h4, abs_neg]
  exact h1
```

An imaginary part is never larger in absolute value than the norm, so the density-of-states estimate follows from the expansion. The factor $\pi h$ makes the compared quantity equal to $-h\operatorname{Im} g$.

## A solution for every positive broadening

```lean
/-- For `t ≠ 0`, the positive root `b` of `b⁴ = (t² / 4) (b² + 1)`, used in the closed form of `g`.
-/
def edgeRoot (t : ℝ) : ℝ := √((t ^ 2 / 4 + √((t ^ 2 / 4) ^ 2 + t ^ 2)) / 2)

/-- For `h, y > 0`, a closed form, by real and imaginary part, for the surface Green function at `2h
+ iy`. -/
def edgeGreen (h y : ℝ) : ℂ :=
  ⟨(1 - y / h / (2 * edgeRoot (y / h))) / h, (y / h / 2 - edgeRoot (y / h)) / h⟩
```

`edgeRoot t` is the number $b$ found above, and `edgeGreen h y` assembles $g$ from its real and imaginary parts, each divided by $h$.

```lean
/-- The closed form `edgeGreen h y` is a retarded surface Green function for all
`h, y > 0`. -/
theorem isRetarded_witness {h y : ℝ} (hh : 0 < h) (hy : 0 < y) :
    IsRetarded h y (edgeGreen h y) := by
  have ht : 0 < y / h := div_pos hy hh
  have hyt : y = h * (y / h) := by field_simp
  have ha : h * (edgeGreen h y).re = 1 - y / h / (2 * edgeRoot (y / h)) :=
    mul_div_cancel₀ _ hh.ne'
  have hb : h * (edgeGreen h y).im = y / h / 2 - edgeRoot (y / h) :=
    mul_div_cancel₀ _ hh.ne'
  generalize edgeGreen h y = g at ha hb ⊢
  generalize y / h = t at ht hyt ha hb
  have hR2 : √((t ^ 2 / 4) ^ 2 + t ^ 2) ^ 2 = (t ^ 2 / 4) ^ 2 + t ^ 2 :=
    Real.sq_sqrt (by positivity)
  have hRq : t ^ 2 / 4 < √((t ^ 2 / 4) ^ 2 + t ^ 2) :=
    Real.lt_sqrt_of_sq_lt (by nlinarith [pow_pos ht 2])
  have hB : edgeRoot t ^ 2 = (t ^ 2 / 4 + √((t ^ 2 / 4) ^ 2 + t ^ 2)) / 2 :=
    Real.sq_sqrt (by positivity)
  have hpos : 0 < edgeRoot t := Real.sqrt_pos.mpr (by positivity)
  generalize √((t ^ 2 / 4) ^ 2 + t ^ 2) = R at hR2 hRq hB
  generalize edgeRoot t = b at ha hb hB hpos
  have hb4 : b ^ 4 = t ^ 2 / 4 * b ^ 2 + t ^ 2 / 4 := by
    have h1 : b ^ 4 = (b ^ 2) ^ 2 := by ring
    rw [h1, hB]
    linear_combination hR2 / 4
  have hbt : t / 2 < b := by nlinarith
  have hcb : 2 * (t / (2 * b)) * b = t := by field_simp
  generalize t / (2 * b) = c at ha hcb
  have hc2 : c ^ 2 = b ^ 2 - t ^ 2 / 4 := by
    refine mul_left_cancel₀ (pow_pos hpos 2).ne' ?_
    linear_combination (2 * c * b + t) / 4 * hcb - hb4
  -- real and imaginary parts of the surface equation
  have hre : (h * g.re) ^ 2 - (h * g.im) ^ 2 - 2 * (h * g.re) + t * (h * g.im) + 1 = 0 := by
    rw [ha, hb]
    linear_combination hc2
  have him : 2 * (h * g.re) * (h * g.im) - 2 * (h * g.im) - t * (h * g.re) = 0 := by
    rw [ha, hb]
    linear_combination hcb
  refine ⟨Complex.ext ?_ ?_, ?_⟩
  · simp [pow_two]
    linear_combination hre + g.im * hyt
  · simp [pow_two]
    linear_combination him - g.re * hyt
  · by_contra hn
    have h1 := mul_nonneg hh.le (not_lt.mp hn)
    linarith

end

end SurfaceGreenBandEdge
```

This theorem shows that retarded solutions exist for every $h, y > 0$, so the limit theorem applies to an actual family. The proof follows the elimination by hand: `hb4` is the quartic for $b$, `hcb` is $2bc = t$, and `hc2` is $c^2 = b^2 - t^2/4$. From these come `hre` and `him`, the two parts of the equation written for $hg$, while `hbt`, $t/2 < b$, supplies the negative sign. The solution is also unique, since the two roots have product $1/h^2$ and hence imaginary parts of opposite sign; the theorems above do without this, because they hold for any retarded `g`.

```lean
#print axioms SurfaceGreenBandEdge.tendsto_deviation
#print axioms SurfaceGreenBandEdge.surfaceDOS_edge
```

```
'SurfaceGreenBandEdge.tendsto_deviation' depends on axioms: [propext, Classical.choice, Quot.sound]
'SurfaceGreenBandEdge.surfaceDOS_edge' depends on axioms: [propext, Classical.choice, Quot.sound]
```
